# Antisymmetrised eightfold symmetric arrays on \(n\) real orbitals form a space of dimension \(n^2(n^2-1)/12\)

A same-spin interaction can be specified by its origin, as a direct integral minus an exchange integral, or by the symmetries that it obeys. The definition used here is the first: take every real array \(g\) with the permutational symmetry of two-electron integrals, antisymmetrise it, and collect the results. The array \(g\) is otherwise arbitrary. It need not come from a Coulomb operator and a set of orbital functions.

Write \(g(p,q,r,s)\) for the repulsion between the charge clouds \(pq\) and \(rs\), often written \((pq|rs)\). For real orbitals,

\[
g(p,q,r,s)=g(q,p,r,s)=g(p,q,s,r)=g(r,s,p,q).
\]

These exchanges generate the eightfold symmetry. The same-spin integrals are

\[
A(p,q,r,s)=g(p,r,q,s)-g(p,s,q,r).
\]

For fully spin-polarised electrons in a finite real orbital basis, the two-body part of the Hamiltonian depends on \(g\) only through \(A\). The dimension therefore counts the independent linear parameters of such an interaction when no spatial symmetry is imposed.

## Counting what antisymmetrisation removes

An eightfold symmetric array assigns one free number to each unordered pair of unordered orbital pairs, repetitions allowed. There are \(m=n(n+1)/2\) orbital pairs, so these arrays have dimension

\[
\frac{m(m+1)}2=\frac{n(n+1)(n^2+n+2)}8 .
\]

The map \(g\mapsto A\) is linear, and its rank is this dimension minus that of its kernel. Suppose that \(A=0\). After relabelling, \(g(p,q,r,s)=g(p,s,r,q)\) for all indices: the second and fourth may be exchanged. Together with the exchange of the last two, this gives

\[
g(p,q,r,s)=g(p,q,s,r)=g(p,r,s,q)=g(p,r,q,s).
\]

All three exchanges of neighbouring indices now leave \(g\) unchanged, so every permutation does. Conversely, a totally symmetric \(g\) is eightfold symmetric, and its direct and exchange integrals cancel. The kernel thus has one free number for each multiset of four orbitals, and its dimension is

\[
\binom{n+3}{4}=\frac{n(n+1)(n+2)(n+3)}{24}.
\]

Subtraction gives

\[
\frac{n(n+1)}{24}\bigl[3(n^2+n+2)-(n^2+5n+6)\bigr]
=\frac{n(n+1)(2n^2-2n)}{24}
=\frac{n^2(n^2-1)}{12}.
\]

For \(n=0\) and \(n=1\) the result is zero. For \(n=2\) it is one: the only free parameter is the Coulomb integral minus the exchange integral of the two orbitals.

## Recognising a same-spin array by its symmetries

The eightfold symmetry of \(g\) implies three identities for \(A\):

\[
\begin{aligned}
A(p,q,r,s)&=-A(q,p,r,s), \qquad A(p,q,r,s)=A(r,s,p,q),\\
0&=A(p,q,r,s)+A(p,r,s,q)+A(p,s,q,r).
\end{aligned}
\]

For the first, exchanging the charge clouds turns \(A(q,p,r,s)=g(q,r,p,s)-g(q,s,p,r)\) into \(g(p,s,q,r)-g(p,r,q,s)\). For the second, \(A(r,s,p,q)=g(r,p,s,q)-g(r,q,s,p)\), and the two terms equal \(g(p,r,q,s)\) and \(g(p,s,q,r)\). In the third, the six terms cancel in pairs that differ by an exchange of the last two indices.

Conversely, let \(A\) satisfy these identities. Exchanging the pairs, applying the first identity and exchanging back shows that \(A\) is also antisymmetric in its last pair. Define

\[
g(a,b,c,d)=\frac{A(a,c,b,d)+A(a,d,b,c)}3 .
\]

Exchanging \(c\) and \(d\) swaps the two terms. So does exchanging \(a\) and \(b\), by pair symmetry. Exchanging \((a,b)\) with \((c,d)\) preserves the first term through two sign changes, and the second through two sign changes and pair symmetry. Hence \(g\) is eightfold symmetric, and

\[
\begin{aligned}
g(p,r,q,s)-g(p,s,q,r)
&=\tfrac13\bigl[A(p,q,r,s)+A(p,s,r,q)-A(p,q,s,r)-A(p,r,s,q)\bigr]\\
&=\tfrac13\bigl[2A(p,q,r,s)-A(p,s,q,r)-A(p,r,s,q)\bigr]\\
&=A(p,q,r,s),
\end{aligned}
\]

where the last step uses the cyclic identity.

## Arrays and subspaces in Lean

```lean
import Mathlib

open Module

namespace SameSpinIntegralCount
```

An orbital is represented by its label in `Fin n`, and an array is a real function of four labels. The orbital functions themselves do not appear.

```lean
/-- Real arrays with four orbital indices. -/
abbrev Integrals (n : ℕ) := Fin n → Fin n → Fin n → Fin n → ℝ
```

The subspace `eightfold n` consists of the arrays satisfying the three generating exchanges. The remaining fields of the structure verify that the zero array is included and that the set is closed under addition and scaling.

```lean
/-- The arrays with the eightfold symmetry of two-electron integrals over real orbitals. -/
def eightfold (n : ℕ) : Submodule ℝ (Integrals n) where
  carrier := {g | ∀ p q r s, g p q r s = g q p r s ∧ g p q r s = g p q s r ∧
    g p q r s = g r s p q}
  add_mem' := fun ha hb p q r s =>
    ⟨congrArg₂ (· + ·) (ha p q r s).1 (hb p q r s).1,
      congrArg₂ (· + ·) (ha p q r s).2.1 (hb p q r s).2.1,
      congrArg₂ (· + ·) (ha p q r s).2.2 (hb p q r s).2.2⟩
  zero_mem' := fun _ _ _ _ => ⟨rfl, rfl, rfl⟩
  smul_mem' := fun c _ ha p q r s =>
    ⟨congrArg (c • ·) (ha p q r s).1, congrArg (c • ·) (ha p q r s).2.1,
      congrArg (c • ·) (ha p q r s).2.2⟩
```

Total symmetry is likewise specified by generators, here the three exchanges of neighbouring indices.

```lean
/-- The arrays unchanged by every exchange of neighbouring indices. -/
def totallySymmetric (n : ℕ) : Submodule ℝ (Integrals n) where
  carrier := {g | ∀ p q r s, g p q r s = g q p r s ∧ g p q r s = g p r q s ∧
    g p q r s = g p q s r}
  add_mem' := fun ha hb p q r s =>
    ⟨congrArg₂ (· + ·) (ha p q r s).1 (hb p q r s).1,
      congrArg₂ (· + ·) (ha p q r s).2.1 (hb p q r s).2.1,
      congrArg₂ (· + ·) (ha p q r s).2.2 (hb p q r s).2.2⟩
  zero_mem' := fun _ _ _ _ => ⟨rfl, rfl, rfl⟩
  smul_mem' := fun c _ ha p q r s =>
    ⟨congrArg (c • ·) (ha p q r s).1, congrArg (c • ·) (ha p q r s).2.1,
      congrArg (c • ·) (ha p q r s).2.2⟩
```

Antisymmetrisation is a linear map on all arrays. The order of arguments in its definition converts from charge-cloud order to the order of \(A\).

```lean
/-- Direct minus exchange integral: `g` is sent to `g p r q s - g p s q r`. -/
def antisymmetrise (n : ℕ) : Integrals n →ₗ[ℝ] Integrals n where
  toFun g := fun p q r s => g p r q s - g p s q r
  map_add' a b := by
    funext p q r s
    simp only [Pi.add_apply]
    ring
  map_smul' c a := by
    funext p q r s
    simp only [Pi.smul_apply, smul_eq_mul, RingHom.id_apply]
    ring
```

The same-spin space is the image of the eightfold symmetric subspace under this map. Complex orbitals, which have fewer permutational symmetries, and opposite-spin interactions are not covered.

```lean
/-- The space of same-spin interactions: all antisymmetrised eightfold symmetric arrays. -/
def sameSpin (n : ℕ) : Submodule ℝ (Integrals n) :=
  (eightfold n).map (antisymmetrise n)
```

## From neighbouring exchanges to all permutations

To use Mathlib's permutation relation on lists, an array is first read as a function of a list.

```lean
/-- An array read as a function of a list of four orbitals, and zero on other lists. -/
def onList {n : ℕ} (g : Integrals n) : List (Fin n) → ℝ
  | [p, q, r, s] => g p q r s
  | _ => 0
```

The next lemma follows the inductive construction of a list permutation. Its arbitrary initial list `u` lets the induction pass an unchanged first element into the prefix. In the `swap` case, a list of length four leaves three possible positions for the exchanged neighbours, one for each defining symmetry. For other lengths both values are zero.

```lean
/-- A totally symmetric array takes the same value on any two orderings of the orbitals that
follow a fixed initial list `u`. -/
theorem onList_eq_of_perm {n : ℕ} {g : Integrals n} (hg : g ∈ totallySymmetric n)
    {l l' : List (Fin n)} (h : l.Perm l') :
    ∀ u : List (Fin n), onList g (u ++ l) = onList g (u ++ l') := by
  induction h with
  | nil => intro u; rfl
  | cons x _ ih => intro u; simpa using ih (u ++ [x])
  | swap x y l =>
    intro u
    -- only three positions of the exchanged pair occur in a list of length four
    rcases u with _ | ⟨a, _ | ⟨b, _ | ⟨c, _ | ⟨d, _ | ⟨e, u⟩⟩⟩⟩⟩ <;>
    rcases l with _ | ⟨a', _ | ⟨b', _ | ⟨c', l⟩⟩⟩ <;>
    first
      | rfl
      | exact (hg _ _ _ _).1
      | exact (hg _ _ _ _).2.1
      | exact (hg _ _ _ _).2.2
  | trans _ _ ih₁ ih₂ => intro u; exact (ih₁ u).trans (ih₂ u)
```

## Dimensions from classes of indices

The following lemma makes precise the phrase "one free number per class". The function `c` assigns a class to every index quadruple, and `hc` says that every class occurs. A function on classes then determines an array through `L`. This map is injective because each class has a representative, and its range is `W` by the hypothesis `hW`.

```lean
/-- If a space consists of the arrays that are constant on classes of index quadruples, its
dimension is the number of classes. -/
theorem finrank_of_classes {n : ℕ} {κ : Type} [Fintype κ]
    (c : Fin n → Fin n → Fin n → Fin n → κ) (hc : ∀ z, ∃ p q r s, c p q r s = z)
    (W : Submodule ℝ (Integrals n))
    (hW : ∀ g, g ∈ W ↔ ∀ p q r s p' q' r' s',
      c p q r s = c p' q' r' s' → g p q r s = g p' q' r' s') :
    finrank ℝ W = Fintype.card κ := by
  choose P Q R S hz using hc
  let L : (κ → ℝ) →ₗ[ℝ] Integrals n :=
    { toFun := fun f p q r s => f (c p q r s)
      map_add' := fun _ _ => rfl
      map_smul' := fun _ _ => rfl }
  have hinj : Function.Injective L := by
    intro f f' h
    funext z
    have h' := congrFun (congrFun (congrFun (congrFun h (P z)) (Q z)) (R z)) (S z)
    change f (c (P z) (Q z) (R z) (S z)) = f' (c (P z) (Q z) (R z) (S z)) at h'
    rwa [hz] at h'
  have hrange : LinearMap.range L = W := by
    ext g
    rw [hW]
    constructor
    · rintro ⟨f, rfl⟩ p q r s p' q' r' s' h
      exact congrArg f h
    · intro h
      refine ⟨fun z => g (P z) (Q z) (R z) (S z), ?_⟩
      funext p q r s
      exact h _ _ _ _ _ _ _ _ (hz _)
  rw [← hrange, LinearMap.finrank_range_of_inj hinj, Module.finrank_fintype_fun_eq_card]
```

For eightfold symmetry the class is `s(s(p, q), s(r, s))`, an unordered pair of unordered pairs. Equality of two classes splits into eight cases, which `linarith` settles from the generating symmetries.

```lean
/-- The eightfold symmetric arrays have as many dimensions as there are unordered pairs of
unordered orbital pairs, repetitions allowed. -/
theorem finrank_eightfold (n : ℕ) :
    finrank ℝ (eightfold n) = ((n + 1).choose 2 + 1).choose 2 := by
  rw [finrank_of_classes (fun p q r s => s(s(p, q), s(r, s))) ?_ (eightfold n) ?_]
  · simp [Sym2.card]
  · intro z
    induction z using Sym2.ind with
    | _ x y =>
      induction x using Sym2.ind with
      | _ p q =>
        induction y using Sym2.ind with
        | _ r s => exact ⟨p, q, r, s, rfl⟩
  · intro g
    constructor
    · intro hg p q r s p' q' r' s' h
      simp only [Sym2.eq_iff] at h
      rcases h with ⟨(⟨e1, e2⟩ | ⟨e1, e2⟩), (⟨e3, e4⟩ | ⟨e3, e4⟩)⟩ |
        ⟨(⟨e1, e2⟩ | ⟨e1, e2⟩), (⟨e3, e4⟩ | ⟨e3, e4⟩)⟩ <;>
      rw [e1, e2, e3, e4] <;>
      linarith [(hg p' q' r' s').1, (hg p' q' s' r').1, (hg p' q' r' s').2.1,
        (hg p' q' r' s').2.2, (hg q' p' r' s').2.2, (hg p' q' s' r').2.2,
        (hg q' p' s' r').2.2]
    · intro h p q r s
      exact ⟨h _ _ _ _ _ _ _ _ (by simp), h _ _ _ _ _ _ _ _ (by simp),
        h _ _ _ _ _ _ _ _ (by simp)⟩
```

For total symmetry the class is an element of `Sym (Fin n) 4`, a multiset of four orbitals. Equal multisets come from permuted lists, so the earlier permutation lemma applies with an empty prefix.

```lean
/-- The totally symmetric arrays have as many dimensions as there are multisets of four orbitals. -/
theorem finrank_totallySymmetric (n : ℕ) :
    finrank ℝ (totallySymmetric n) = (n + 3).choose 4 := by
  rw [finrank_of_classes (κ := Sym (Fin n) 4)
    (fun p q r s => Sym.cons p (Sym.cons q (Sym.cons r (Sym.cons s Sym.nil))))
    ?_ (totallySymmetric n) ?_]
  · rw [Sym.card_sym_eq_choose, Fintype.card_fin]
    rfl
  · intro z
    obtain ⟨p, z, rfl⟩ := Sym.exists_eq_cons_of_succ z
    obtain ⟨q, z, rfl⟩ := Sym.exists_eq_cons_of_succ z
    obtain ⟨r, z, rfl⟩ := Sym.exists_eq_cons_of_succ z
    obtain ⟨s, z, rfl⟩ := Sym.exists_eq_cons_of_succ z
    exact ⟨p, q, r, s, by rw [Subsingleton.elim z Sym.nil]⟩
  · intro g
    constructor
    · intro hg p q r s p' q' r' s' h
      have h' : (([p, q, r, s] : List (Fin n)) : Multiset (Fin n)) =
          (([p', q', r', s'] : List (Fin n)) : Multiset (Fin n)) := congrArg Subtype.val h
      exact onList_eq_of_perm hg (Multiset.coe_eq_coe.1 h') []
    · intro h p q r s
      exact ⟨h _ _ _ _ _ _ _ _ (Sym.cons_swap _ _ _),
        h _ _ _ _ _ _ _ _ (congrArg (Sym.cons p) (Sym.cons_swap _ _ _)),
        h _ _ _ _ _ _ _ _
          (congrArg (fun z => Sym.cons p (Sym.cons q z)) (Sym.cons_swap _ _ _))⟩
```

## The kernel and the intrinsic description

In the next proof, `hs` is the exchange of the second and fourth indices derived above. The chain of `trans` steps is the displayed chain of equalities for \(g\).

```lean
/-- The eightfold symmetric arrays whose direct and exchange integrals always cancel are
exactly the totally symmetric ones. -/
theorem antisymmetrise_eq_zero_iff {n : ℕ} (g : Integrals n) :
    (g ∈ eightfold n ∧ antisymmetrise n g = 0) ↔ g ∈ totallySymmetric n := by
  constructor
  · rintro ⟨hg, h0⟩ p q r s
    have hs : ∀ p q r s, g p q r s = g p s r q := fun p q r s => by
      have h := congrFun (congrFun (congrFun (congrFun h0 p) r) q) s
      change g p q r s - g p s r q = 0 at h
      linarith
    exact ⟨(hg p q r s).1,
      ((hg p q r s).2.1.trans (hs p q s r)).trans (hg p r s q).2.1, (hg p q r s).2.1⟩
  · intro hg
    refine ⟨fun p q r s => ⟨(hg p q r s).1, (hg p q r s).2.2, ?_⟩, ?_⟩
    · linarith [(hg p q r s).2.1, (hg p r q s).1, (hg r p q s).2.2, (hg r p s q).2.1]
    · funext p q r s
      change g p r q s - g p s q r = 0
      linarith [(hg p r q s).2.1, (hg p q r s).2.2, (hg p q s r).2.1]
```

The characterisation by symmetries follows the calculation by hand, with `hl` recording antisymmetry in the last pair and the explicit preimage carrying the factor \(1/3\).

```lean
/-- An array is a same-spin interaction exactly when it is antisymmetric in its first pair,
symmetric under exchange of the pairs, and has zero cyclic sum over its last three indices. -/
theorem mem_sameSpin_iff {n : ℕ} (A : Integrals n) :
    A ∈ sameSpin n ↔ ∀ p q r s, A p q r s = -A q p r s ∧ A p q r s = A r s p q ∧
      A p q r s + A p r s q + A p s q r = 0 := by
  constructor
  · rintro ⟨g, hg, rfl⟩ p q r s
    refine ⟨?_, ?_, ?_⟩
    · change g p r q s - g p s q r = -(g q r p s - g q s p r)
      linarith [(hg p r q s).2.2, (hg p s q r).2.2]
    · change g p r q s - g p s q r = g r p s q - g r q s p
      linarith [(hg p r q s).1, (hg r p q s).2.1, (hg p s q r).2.2, (hg q r p s).1,
        (hg r q p s).2.1]
    · change (g p r q s - g p s q r) + (g p s r q - g p q r s) + (g p q s r - g p r s q) = 0
      linarith [(hg p r q s).2.1, (hg p s q r).2.1, (hg p q r s).2.1]
  · intro h
    have hl : ∀ p q r s, A p q s r = -A p q r s := fun p q r s => by
      linarith [(h p q s r).2.1, (h s r p q).1, (h p q r s).2.1]
    -- an explicit eightfold symmetric preimage
    refine ⟨fun a b c d => (A a c b d + A a d b c) / 3, fun a b c d => ⟨?_, ?_, ?_⟩, ?_⟩
    · change (A a c b d + A a d b c) / 3 = (A b c a d + A b d a c) / 3
      linarith [(h a c b d).2.1, (h a d b c).2.1]
    · change (A a c b d + A a d b c) / 3 = (A a d b c + A a c b d) / 3
      ring
    · change (A a c b d + A a d b c) / 3 = (A c a d b + A c b d a) / 3
      linarith [(h c a d b).1, hl a c b d, (h c b d a).1, hl b c a d, (h a d b c).2.1]
    · funext p q r s
      change (A p q r s + A p s r q) / 3 - (A p q s r + A p r s q) / 3 = A p q r s
      linarith [hl p q r s, hl p s q r, (h p q r s).2.2]
```

This equivalence also shows what the other definition would change. Had `sameSpin` been defined by the three identities, it would be the same subspace with the same dimension. The origin of its elements in eightfold symmetric arrays would then be a theorem, and the rank-nullity argument below would rely on it.

## Rank-nullity on a subspace

The theorem states that the dimension, read as a rational number, equals \(n^2(n^2-1)/12\) for every natural number \(n\). Working in `ℚ` gives subtraction and division their ordinary meaning.

```lean
/-- For `n` real orbitals the space of same-spin interactions `g p r q s - g p s q r` has
dimension `n² (n² - 1) / 12`. -/
theorem finrank_sameSpin (n : ℕ) :
    (finrank ℝ (sameSpin n) : ℚ) = (n : ℚ) ^ 2 * ((n : ℚ) ^ 2 - 1) / 12 := by
  have hmap : (LinearMap.ker ((antisymmetrise n).domRestrict (eightfold n))).map
      (eightfold n).subtype = totallySymmetric n := by
    ext g
    constructor
    · rintro ⟨x, hx, rfl⟩
      exact (antisymmetrise_eq_zero_iff x.1).1 ⟨x.2, LinearMap.mem_ker.1 hx⟩
    · intro hg
      obtain ⟨h8, h0⟩ := (antisymmetrise_eq_zero_iff g).2 hg
      exact ⟨⟨g, h8⟩, LinearMap.mem_ker.2 h0, rfl⟩
  -- rank-nullity for antisymmetrisation on the eightfold symmetric arrays
  have hrn := LinearMap.finrank_range_add_finrank_ker
    ((antisymmetrise n).domRestrict (eightfold n))
  rw [LinearMap.range_domRestrict, ← Submodule.finrank_map_subtype_eq, hmap,
    finrank_totallySymmetric, finrank_eightfold] at hrn
  change finrank ℝ (sameSpin n) + _ = _ at hrn
  have hq : (finrank ℝ (sameSpin n) : ℚ) + (((n + 3).choose 4 : ℕ) : ℚ) =
      ((((n + 1).choose 2 + 1).choose 2 : ℕ) : ℚ) := by exact_mod_cast hrn
  have h2 : (((n + 1).choose 2 : ℕ) : ℚ) = ((n : ℚ) + 1) * n / 2 := by
    rw [Nat.cast_choose_two]
    push_cast
    ring
  have h3 : ((((n + 1).choose 2 + 1).choose 2 : ℕ) : ℚ) =
      (((n : ℚ) + 1) * n / 2 + 1) * (((n : ℚ) + 1) * n / 2) / 2 := by
    rw [Nat.cast_choose_two, Nat.cast_add, h2]
    push_cast
    ring
  have h4 : n * ((n + 1) * ((n + 2) * ((n + 3) * 1))) = 24 * (n + 3).choose 4 :=
    Nat.descFactorial_eq_factorial_mul_choose (n + 3) 4
  have h5 : (n : ℚ) * ((n + 1) * ((n + 2) * ((n + 3) * 1))) =
      24 * (((n + 3).choose 4 : ℕ) : ℚ) := by exact_mod_cast h4
  linear_combination hq + h3 + h5 / 24

end SameSpinIntegralCount
```

The proof turns on `LinearMap.finrank_range_add_finrank_ker`, Mathlib's rank-nullity theorem, applied to `(antisymmetrise n).domRestrict (eightfold n)`. The restriction matters because, for \(n\ge 2\), antisymmetrisation on all arrays has a larger kernel. It also changes the type of the kernel: its elements are arrays bundled with a proof of eightfold symmetry, whereas `totallySymmetric n` is a subspace of all arrays.

The inclusion map `(eightfold n).subtype` forgets the bundled proof. The equality `hmap` identifies the image of the kernel under this inclusion with the totally symmetric subspace, and `Submodule.finrank_map_subtype_eq` says that the inclusion preserves dimension. Rank-nullity then becomes an equation between the same-spin dimension and the two binomial coefficients. The facts `h2` to `h5` express those coefficients as polynomials, and `linear_combination` performs the final subtraction.

```lean
#print axioms SameSpinIntegralCount.finrank_eightfold
-- 'SameSpinIntegralCount.finrank_eightfold' depends on axioms: [propext, Classical.choice, Quot.sound]
#print axioms SameSpinIntegralCount.mem_sameSpin_iff
-- 'SameSpinIntegralCount.mem_sameSpin_iff' depends on axioms: [propext, Classical.choice, Quot.sound]
#print axioms SameSpinIntegralCount.finrank_sameSpin
-- 'SameSpinIntegralCount.finrank_sameSpin' depends on axioms: [propext, Classical.choice, Quot.sound]
```
